# Below threshold, every solution of the resonant Maxwell–Bloch laser equations tends to the nonlasing state

A laser pumped below threshold should go dark, but linear stability analysis shows this only for small disturbances. If the medium starts strongly inverted, the gain can exceed the loss for a while and the field can grow. Linearisation about the dark state doesn't say where such a transient ends. Nor is it enough to find that there is no other steady state, since the field might keep oscillating. A simulation that goes dark from a hundred starting points leaves the next one open.

For the single-mode, noise-free equations treated here, with a fixed optical phase, positive relaxation rates and a constant pump \(r<1\), every solution that exists for all \(t\ge 0\) goes dark, whatever its initial values.

```lean
import Mathlib

open Filter Topology Set

namespace MaxwellBlochLaser

noncomputable section
```

## Field, polarization and inversion at resonance

Let \(E\) be the scaled cavity field, \(P\) the scaled polarization of the medium and \(N\) its scaled population inversion. At exact resonance, with a fixed optical phase, all three are real and obey

\[
E'=-k(E-P),\qquad P'=EN-P,\qquad N'=-b(N-r+EP).
\]

Time is measured in units of the polarization lifetime, so the polarization decays at rate 1. The constant \(k\) is the rate at which the field leaks out of the cavity, and \(b\) is the rate at which the inversion relaxes. The pump \(r\) is the inversion that the medium would reach without light, scaled so that threshold lies at \(r=1\); a negative \(r\) describes an absorbing medium. \(N\) is not a number of atoms.

In Lean a solution is a triple of functions `ℝ → ℝ` satisfying the predicate `IsSolution`. The set `Ici 0` is the half-line \(t\ge0\), and `HasDerivWithinAt` relative to it means the ordinary derivative for \(t>0\) and the right-hand derivative at \(t=0\). Values at negative times play no role, and no boundedness is assumed.

```lean
/-- The field `E`, polarization `P` and inversion `N` obey the resonant Maxwell-Bloch
equations for all times `t ≥ 0`, with field decay rate `k`, inversion decay rate `b` and
pump `r`; the derivative at `t = 0` is one-sided. -/
structure IsSolution (k b r : ℝ) (E P N : ℝ → ℝ) : Prop where
  field : ∀ t, 0 ≤ t → HasDerivWithinAt E (-k * (E t - P t)) (Ici 0) t
  polarization : ∀ t, 0 ≤ t → HasDerivWithinAt P (E t * N t - P t) (Ici 0) t
  inversion : ∀ t, 0 ≤ t → HasDerivWithinAt N (-b * (N t - r + E t * P t)) (Ici 0) t
```

The passage from a device to these three equations is taken as given. It neglects spontaneous emission in particular, which keeps a real laser faintly luminous below threshold.

## A weighted sum of squares

Distance from the dark state \(E=P=0\), \(N=r\) is measured by

\[
V=\frac{(2-r)E^2}{k}+P^2+\frac{(N-r)^2}{b}.
\]

For \(k,b>0\) and \(r<1\) all three weights are positive, so \(V\) vanishes only at the dark state. In the definition, `E`, `P` and `N` are real numbers; the functions of time are inserted later.

```lean
/-- A weighted sum of squared deviations from the nonlasing state, for nonzero `k` and `b`. For
positive `k` and `b` and pump `r < 1` it is a Lyapunov function. -/
def lyapunov (k b r E P N : ℝ) : ℝ :=
  (2 - r) * E ^ 2 / k + P ^ 2 + (N - r) ^ 2 / b
```

The loss of \(V\) will be expressed through the quadratic form

\[
D=(2-r)E^2-2EP+P^2+(N-r)^2 .
\]

It is called `dissipation`, although neither \(V\) nor \(D\) is a physical energy or power.

```lean
/-- The quadratic form that gives half the loss rate of the Lyapunov function. -/
def dissipation (r E P N : ℝ) : ℝ :=
  (2 - r) * E ^ 2 - 2 * E * P + P ^ 2 + (N - r) ^ 2
```

The rate at which \(V\) will be shown to decay is

\[
\gamma=\frac{1-r}{2-r}\,m,\qquad m=\min(1,k,b).
\]

It is positive for \(k,b>0\) and \(r<1\), and falls to zero as \(r\) approaches 1. Since \(V\) is quadratic, the corresponding rate for the amplitudes is \(\gamma/2\).

```lean
/-- The smallest of the three rates `1`, `k`, `b`, times a factor depending on the pump. For
positive `k` and `b` and pump `r < 1` it is an exponential decay rate for the Lyapunov function. -/
def decayRate (k b r : ℝ) : ℝ :=
  (1 - r) / (2 - r) * min 1 (min k b)
```

## The cubic terms cancel

Differentiating \(V\) and inserting the equations of motion gives

\[
\begin{aligned}
V'&=\frac{2(2-r)}{k}EE'+2PP'+\frac{2}{b}(N-r)N'\\
&=-2(2-r)E(E-P)+2P(EN-P)-2(N-r)(N-r+EP).
\end{aligned}
\]

The polarization contributes \(+2EPN\) and the inversion \(-2EPN\), which cancel because \(P^2\) and \((N-r)^2/b\) enter \(V\) with equal weight. The remaining \(EP\) terms have the coefficient \(2(2-r)+2r=4\), so

\[
V'=-2D .
\]

The weight \(2-r\) has a different task: it makes \(D\) positive definite for every \(r<1\).

```lean
/-- Along every solution with nonzero `k` and `b`, the Lyapunov function changes at the
rate minus twice the dissipation. -/
theorem lyapunov_hasDeriv {k b r : ℝ} {E P N : ℝ → ℝ} (hk : k ≠ 0) (hb : b ≠ 0)
    (h : IsSolution k b r E P N) {t : ℝ} (ht : 0 ≤ t) :
    HasDerivWithinAt (fun s => lyapunov k b r (E s) (P s) (N s))
      (-2 * dissipation r (E t) (P t) (N t)) (Ici 0) t := by
  have h1 := (((h.field t ht).fun_pow 2).const_mul (2 - r)).div_const k
  have h2 := (h.polarization t ht).fun_pow 2
  have h3 := (((h.inversion t ht).sub_const r).fun_pow 2).div_const b
  refine ((h1.fun_add h2).fun_add h3).congr_deriv ?_
  -- the cubic terms from polarization and inversion cancel
  simp only [dissipation, Nat.cast_ofNat, Nat.reduceSub, pow_one]
  field_simp
  ring
```

The terms `h1`, `h2` and `h3` are the derivatives of the three summands. After `congr_deriv` only the algebraic identity above remains; `field_simp` clears \(k\) and \(b\), and `ring` checks it.

## Completing the square

The next step is the inequality \(\gamma V\le 2D\). Put \(S=(2-r)E^2+P^2+(N-r)^2\). Since \(m\) is at most \(k\), \(1\) and \(b\), comparing term by term gives \(mV\le S\). It remains to show that \((1-r)S\le 2(2-r)D\). The difference of the two sides is

\[
2(2-r)D-(1-r)S=Q+(3-r)(N-r)^2,
\]

\[
Q=(3-r)\bigl[(2-r)E^2+P^2\bigr]-4(2-r)EP .
\]

Multiplying \(Q\) by the positive number \(3-r\) and completing the square gives

\[
(3-r)Q=(2-r)\bigl[(3-r)E-2P\bigr]^2+(1-r)^2P^2\ge0 ,
\]

where the coefficient of \(P^2\) is right because \(4(2-r)+(1-r)^2=(3-r)^2\). Hence \(Q\ge0\), and

\[
\gamma V=\frac{1-r}{2-r}\,mV\le\frac{1-r}{2-r}\,S\le 2D .
\]

```lean
/-- For positive `k` and `b` and pump `r < 1`, twice the dissipation is at least the decay
rate times the Lyapunov function. -/
theorem decayRate_mul_lyapunov_le {k b r : ℝ} (hk : 0 < k) (hb : 0 < b) (hr : r < 1)
    (E P N : ℝ) :
    decayRate k b r * lyapunov k b r E P N ≤ 2 * dissipation r E P N := by
  have ha : 0 < 2 - r := by linarith
  have hm1 : min 1 (min k b) ≤ 1 := min_le_left _ _
  have hmk : min 1 (min k b) ≤ k := (min_le_right _ _).trans (min_le_left _ _)
  have hmb : min 1 (min k b) ≤ b := (min_le_right _ _).trans (min_le_right _ _)
  unfold decayRate lyapunov dissipation
  generalize min 1 (min k b) = m at hm1 hmk hmb ⊢
  -- remove the individual relaxation rates
  have e1 : m * ((2 - r) * E ^ 2 / k) ≤ (2 - r) * E ^ 2 := by
    rw [← mul_div_assoc, div_le_iff₀ hk]
    nlinarith [mul_le_mul_of_nonneg_left hmk (mul_nonneg ha.le (sq_nonneg E))]
  have e2 : m * P ^ 2 ≤ P ^ 2 := by
    nlinarith [mul_le_mul_of_nonneg_left hm1 (sq_nonneg P)]
  have e3 : m * ((N - r) ^ 2 / b) ≤ (N - r) ^ 2 := by
    rw [← mul_div_assoc, div_le_iff₀ hb]
    nlinarith [mul_le_mul_of_nonneg_left hmb (sq_nonneg (N - r))]
  have hS : m * ((2 - r) * E ^ 2 / k + P ^ 2 + (N - r) ^ 2 / b)
      ≤ (2 - r) * E ^ 2 + P ^ 2 + (N - r) ^ 2 := by
    rw [mul_add, mul_add]
    linarith
  -- complete the square in the field and the polarization
  have hQ : 0 ≤ (3 - r) * ((2 - r) * E ^ 2 + P ^ 2) - 4 * (2 - r) * (E * P) := by
    have h3 : 0 < 3 - r := by linarith
    refine (mul_nonneg_iff_of_pos_left h3).mp ?_
    have hsq : 0 ≤ (2 - r) * ((3 - r) * E - 2 * P) ^ 2 + ((1 - r) * P) ^ 2 :=
      add_nonneg (mul_nonneg ha.le (sq_nonneg _)) (sq_nonneg _)
    calc 0 ≤ (2 - r) * ((3 - r) * E - 2 * P) ^ 2 + ((1 - r) * P) ^ 2 := hsq
      _ = _ := by ring
  have hn : 0 ≤ (3 - r) * (N - r) ^ 2 := mul_nonneg (by linarith) (sq_nonneg _)
  have hq : 0 ≤ (1 - r) / (2 - r) := div_nonneg (by linarith) ha.le
  rw [mul_assoc]
  refine (mul_le_mul_of_nonneg_left hS hq).trans ?_
  rw [div_mul_eq_mul_div, div_le_iff₀ ha]
  linarith
```

The facts `e1`, `e2` and `e3` are the three comparisons, and `hS` is their sum \(mV\le S\). The fact `hQ` is \(Q\ge0\), with the completed square verified in its `calc` block. The last lines multiply `hS` by \((1-r)/(2-r)\), clear the denominator and combine the inequalities. Time does not enter: the statement holds for any three real numbers `E`, `P`, `N`.

## Exponential decay from any starting point

Multiply \(V\) by the growing exponential \(e^{\gamma t}\). By the two preceding results,

\[
\frac{d}{dt}\bigl(Ve^{\gamma t}\bigr)=(\gamma V-2D)\,e^{\gamma t}\le0 ,
\]

so \(Ve^{\gamma t}\) never exceeds its initial value, and

\[
V(t)\le V(0)\,e^{-\gamma t}\qquad(t\ge0).
\]

```lean
/-- For positive `k` and `b` and pump `r < 1`, the Lyapunov function of every solution
decays at least exponentially from its initial value. -/
theorem lyapunov_decay {k b r : ℝ} {E P N : ℝ → ℝ} (hk : 0 < k) (hb : 0 < b) (hr : r < 1)
    (h : IsSolution k b r E P N) {t : ℝ} (ht : 0 ≤ t) :
    lyapunov k b r (E t) (P t) (N t) ≤
      lyapunov k b r (E 0) (P 0) (N 0) * Real.exp (-(decayRate k b r * t)) := by
  have hd : ∀ s, 0 ≤ s → HasDerivWithinAt
      (fun u => lyapunov k b r (E u) (P u) (N u) * Real.exp (decayRate k b r * u))
      (-2 * dissipation r (E s) (P s) (N s) * Real.exp (decayRate k b r * s) +
        lyapunov k b r (E s) (P s) (N s) *
          (Real.exp (decayRate k b r * s) * decayRate k b r)) (Ici 0) s := by
    intro s hs
    have he : HasDerivAt (fun u => Real.exp (decayRate k b r * u))
        (Real.exp (decayRate k b r * s) * decayRate k b r) s := by
      simpa only [mul_one] using ((hasDerivAt_id' s).const_mul (decayRate k b r)).exp
    exact (lyapunov_hasDeriv hk.ne' hb.ne' h hs).fun_mul he.hasDerivWithinAt
  -- the exponentially reweighted Lyapunov function never increases
  have hanti : AntitoneOn
      (fun u => lyapunov k b r (E u) (P u) (N u) * Real.exp (decayRate k b r * u))
      (Ici 0) := by
    refine antitoneOn_of_deriv_nonpos (convex_Ici 0)
      (fun s hs => (hd s hs).continuousWithinAt) ?_ ?_
    · intro s hs
      exact (hd s (interior_subset hs)).differentiableWithinAt.mono interior_subset
    · intro s hs
      rw [interior_Ici] at hs
      have hs0 : 0 < s := hs
      rw [((hd s hs0.le).hasDerivAt (Ici_mem_nhds hs0)).deriv]
      nlinarith [mul_nonneg (Real.exp_pos (decayRate k b r * s)).le
        (sub_nonneg.2 (decayRate_mul_lyapunov_le hk hb hr (E s) (P s) (N s)))]
  have h0 := hanti (mem_Ici.2 le_rfl) (mem_Ici.2 ht) ht
  simp only [mul_zero, Real.exp_zero, mul_one] at h0
  rw [Real.exp_neg, ← div_eq_mul_inv, le_div_iff₀ (Real.exp_pos _)]
  exact h0
```

Here `hd` is the product rule. The fact `hanti` says that the product is non-increasing on the half-line; it follows from continuity up to \(t=0\) and the sign of the derivative at interior times. Comparing times \(0\) and \(t\) and dividing by the exponential gives the bound.

## Field and polarization vanish, inversion settles at the pump value

Each squared deviation is controlled by \(V\). Since \(2-r\ge1\),

\[
E^2\le(2-r)E^2\le kV,\qquad P^2\le V,\qquad (N-r)^2\le bV .
\]

The right-hand sides tend to zero, so \(E\to0\), \(P\to0\) and \(N\to r\).

The theorem `tendsto_nonlasing` states this for all \(k,b>0\), all \(r<1\) and every triple satisfying `IsSolution`. `Tendsto E atTop (𝓝 0)` is the limit \(E(t)\to0\) as \(t\to\infty\), and the other two limits are written likewise. The range \(0\le r<1\) is included, as is negative pump. That a solution exists for each set of initial values is not part of the statement.

```lean
/-- For positive `k` and `b` and pump `r < 1`, every solution converges to the nonlasing
state: field and polarization vanish and the inversion tends to `r`. -/
theorem tendsto_nonlasing {k b r : ℝ} {E P N : ℝ → ℝ} (hk : 0 < k) (hb : 0 < b)
    (hr : r < 1) (h : IsSolution k b r E P N) :
    Tendsto E atTop (𝓝 0) ∧ Tendsto P atTop (𝓝 0) ∧ Tendsto N atTop (𝓝 r) := by
  have ha : 0 < 2 - r := by linarith
  have hγ : 0 < decayRate k b r :=
    mul_pos (div_pos (by linarith) ha) (lt_min one_pos (lt_min hk hb))
  have hE0 : ∀ t, 0 ≤ (2 - r) * E t ^ 2 / k := fun t =>
    div_nonneg (mul_nonneg ha.le (sq_nonneg _)) hk.le
  have hN0 : ∀ t, 0 ≤ (N t - r) ^ 2 / b := fun t => div_nonneg (sq_nonneg _) hb.le
  have hV : Tendsto (fun t => lyapunov k b r (E t) (P t) (N t)) atTop (𝓝 0) := by
    have hexp : Tendsto (fun t => Real.exp (-(decayRate k b r * t))) atTop (𝓝 0) :=
      Real.tendsto_exp_neg_atTop_nhds_zero.comp (tendsto_id.const_mul_atTop hγ)
    refine squeeze_zero' (Eventually.of_forall fun t =>
      add_nonneg (add_nonneg (hE0 t) (sq_nonneg _)) (hN0 t))
      ((eventually_ge_atTop 0).mono fun t ht => lyapunov_decay hk hb hr h ht) ?_
    simpa only [mul_zero] using hexp.const_mul (lyapunov k b r (E 0) (P 0) (N 0))
  -- a quantity whose square is controlled by the Lyapunov function vanishes
  have key : ∀ (x : ℝ → ℝ) (C : ℝ),
      (∀ t, x t ^ 2 ≤ C * lyapunov k b r (E t) (P t) (N t)) → Tendsto x atTop (𝓝 0) := by
    intro x C hx
    have h2 : Tendsto (fun t => x t ^ 2) atTop (𝓝 0) :=
      squeeze_zero (fun t => sq_nonneg _) hx (by simpa only [mul_zero] using hV.const_mul C)
    have h3 := h2.sqrt
    simp only [Real.sqrt_sq_eq_abs, Real.sqrt_zero] at h3
    exact (tendsto_zero_iff_abs_tendsto_zero x).2 h3
  refine ⟨key E k fun t => ?_, key P 1 fun t => ?_, ?_⟩
  · have e : k * ((2 - r) * E t ^ 2 / k) = (2 - r) * E t ^ 2 := by field_simp
    have p := mul_nonneg hk.le (add_nonneg (sq_nonneg (P t)) (hN0 t))
    have q := mul_nonneg (sub_nonneg.2 hr.le) (sq_nonneg (E t))
    unfold lyapunov
    rw [add_assoc, mul_add, e]
    linarith
  · unfold lyapunov
    linarith [hE0 t, hN0 t]
  · have hN : Tendsto (fun t => N t - r) atTop (𝓝 0) := key _ b fun t => by
      have e : b * ((N t - r) ^ 2 / b) = (N t - r) ^ 2 := by field_simp
      have p := mul_nonneg hb.le (add_nonneg (hE0 t) (sq_nonneg (P t)))
      unfold lyapunov
      rw [mul_add, e]
      linarith
    simpa only [sub_add_cancel, zero_add] using hN.add_const r
```

The fact `hV` squeezes \(V\) between zero and the exponential bound. The auxiliary statement `key` says that a quantity tends to zero if its square is at most a constant times \(V\); its proof takes a square root. It is applied with the constants \(k\), \(1\) and \(b\) to \(E\), \(P\) and \(N-r\).

For simulation practice, this means that a steady nonzero field or a lasting oscillation is never the true long-time behaviour of this noise-free three-variable model with \(k,b>0\) and \(r<1\). If a numerical run seems to show one, either the run is too short, since the decay can be very slow close to threshold, or the computation is inaccurate or wrongly set up.

## A dark medium relaxing to its pump value

The equations do have solutions that move. With \(E=P=0\) the first two hold trivially and the third becomes \(N'=-b(N-r)\), which is solved by

\[
N(t)=r+n\,e^{-bt}
\]

for any initial deviation \(n\). For \(b>0\) and \(n\neq0\) the inversion relaxes to \(r\) without ever being constant.

```lean
/-- With no field and no polarization, the inversion `r + n * exp (-b * t)` solves the laser
equations. -/
theorem isSolution_witness (k b r n : ℝ) :
    IsSolution k b r (fun _ => 0) (fun _ => 0) (fun t => r + n * Real.exp (-b * t)) where
  field t _ := (hasDerivWithinAt_const t _ _).congr_deriv (by ring)
  polarization t _ := (hasDerivWithinAt_const t _ _).congr_deriv (by ring)
  inversion t _ := by
    have h := ((((hasDerivAt_id' t).const_mul (-b)).exp.const_mul n).const_add r)
    exact h.hasDerivWithinAt.congr_deriv (by ring)
```

## A steady field above threshold

For \(r>1\) the conclusion fails. Take the constant state

\[
E=P=\sqrt{r-1},\qquad N=1 .
\]

Then \(E-P=0\), \(EN-P=0\) and \(N-r+EP=1-r+(r-1)=0\), so all three derivatives vanish and the field keeps its positive value for ever.

```lean
/-- For pump `r > 1` the constant state `E = P = √(r - 1)`, `N = 1` solves the laser
equations, and its field does not tend to zero. -/
theorem lasing_above_threshold (k b : ℝ) {r : ℝ} (hr : 1 < r) :
    IsSolution k b r (fun _ => √(r - 1)) (fun _ => √(r - 1)) (fun _ => 1) ∧
      ¬ Tendsto (fun _ : ℝ => √(r - 1)) atTop (𝓝 0) := by
  refine ⟨⟨fun t _ => ?_, fun t _ => ?_, fun t _ => ?_⟩, fun h => ?_⟩
  · exact (hasDerivWithinAt_const t _ _).congr_deriv (by ring)
  · exact (hasDerivWithinAt_const t _ _).congr_deriv (by ring)
  · refine (hasDerivWithinAt_const t _ _).congr_deriv ?_
    rw [Real.mul_self_sqrt (by linarith)]
    ring
  · have hpos : 0 < √(r - 1) := Real.sqrt_pos.2 (by linarith)
    exact hpos.ne (tendsto_nhds_unique h tendsto_const_nhds)

end

end MaxwellBlochLaser
```

The last step uses uniqueness of limits: a positive constant cannot tend to zero. This shows that the convergence theorem needs \(r\le1\). It does not settle the threshold value \(r=1\), where \(\gamma=0\) and the exponential bound only keeps \(V\) from growing, and it says nothing about whether the lasing state is stable.

```lean
#print axioms MaxwellBlochLaser.tendsto_nonlasing
#print axioms MaxwellBlochLaser.lasing_above_threshold
```

```
'MaxwellBlochLaser.tendsto_nonlasing' depends on axioms: [propext, Classical.choice, Quot.sound]
'MaxwellBlochLaser.lasing_above_threshold' depends on axioms: [propext, Classical.choice, Quot.sound]
```
